# Plaquette phases of nonzero links on a periodic k-mesh sum to an integer multiple of $2\pi$

Take a mesh of two points, $0$ and $1$, closed into a ring, with nonzero complex numbers $V(0)$ and $V(1)$ attached to them. Form the two quotients $V(1)/V(0)$ and $V(0)/V(1)$. Their product is 1. If the first has principal argument $\theta$ with $-\pi<\theta<\pi$, the second has argument $-\theta$, and the sum is 0. If the first is negative real, so is the second; both arguments are $\pi$, and the sum is $2\pi$. The sum is thus always a multiple of $2\pi$, and it changes only where a quotient meets the negative real axis.

## From a unit product to an integer

Let the mesh have $N_1\times N_2$ points $k=(k_1,k_2)$, with $N_1,N_2\ge 1$ and both coordinates periodic. Write $e_1=(1,0)$ and $e_2=(0,1)$. Each point carries a nonzero link $U(k)$ towards $k+e_1$ and a nonzero link $V(k)$ towards $k+e_2$. The oriented plaquette quotient and the total flux are

$$F(k)=\frac{U(k)\,V(k+e_1)}{U(k+e_2)\,V(k)},\qquad \Phi=\sum_k \arg F(k),\qquad -\pi<\arg F(k)\le\pi .$$

The ring above is the case $N_1=2$, $N_2=1$, where $e_2=0$ and $U$ cancels.

**Integrality.** A translation permutes the mesh points, so $\prod_k V(k+e_1)=\prod_k V(k)$ and $\prod_k U(k+e_2)=\prod_k U(k)$. Hence

$$\prod_k F(k)=\frac{\prod_k U(k)\,\prod_k V(k)}{\prod_k U(k)\,\prod_k V(k)}=1 .$$

Insert $F(k)=|F(k)|e^{i\arg F(k)}$. The product of the moduli is $|1|=1$, which leaves $e^{i\Phi}=1$. Therefore $\Phi=2\pi C$ with $C$ an integer.

**Bound.** Summing the range of the argument over $N_1N_2$ points gives $-N_1N_2\pi<\Phi\le N_1N_2\pi$, so $|C|\le N_1N_2/2$. The lower end is never reached, and the upper end is reached exactly when every argument is $\pi$.

**Constancy.** Let the links depend continuously on a parameter $x$ in a connected space, staying nonzero, with no plaquette ever negative real. Each $F(k)$ is then continuous and stays where $\arg$ is continuous. So $C=\Phi/2\pi$ is a continuous integer-valued function on a connected space, hence constant, and $|C|<N_1N_2/2$. Equivalently, if the links are continuous and nonzero but $\Phi$ differs at two parameters, some plaquette is negative real somewhere in the family.

**A nonzero value.** Let $U=1$ and $V(k)=e^{2\pi i k_1/N_1}$ with $N_1\ge2$. Every plaquette, including those across the periodic boundary, equals $e^{2\pi i/N_1}$. Its argument is $2\pi/N_1\le\pi$, so $\Phi=N_1N_2\cdot 2\pi/N_1=2\pi N_2$ and $C=N_2$. For $N_1=2$ this attains the bound.

## Links, plaquettes and flux in Lean

In band theory the mesh covers a two-dimensional Brillouin zone, the links are overlaps of the cell-periodic parts of Bloch states at neighbouring mesh points, and $C$ is the lattice Chern number of an isolated band of non-interacting electrons. For a link that wraps around the mesh, the cell-periodic part at the far end is the stored one multiplied by $e^{-iG\cdot r}$, where $r$ is the position and $G$ the reciprocal lattice vector that leads across the zone. A nonzero link means that neighbouring cell-periodic parts are not orthogonal. The file takes the links as arbitrary complex functions, with no Hamiltonian behind them, and says nothing about the limit of a fine mesh. Since $C$ is an integer on every mesh, however coarse, integrality is no sign of convergence.

```lean
import Mathlib

open Complex
open scoped Real

namespace LatticeChernNumber

noncomputable section

variable {N₁ N₂ : ℕ} [NeZero N₁] [NeZero N₂]
```

The mesh is `ZMod N₁ × ZMod N₂`, whose addition wraps around and so supplies the periodicity. `NeZero` excludes a side of length zero.

```lean
/-- The oriented plaquette quotient at the mesh point `k`, built from the links `U` in the first
direction and `V` in the second. The definition accepts arbitrary complex links; where the
denominator vanishes, Lean's division gives the value zero. -/
def plaquette (U V : ZMod N₁ × ZMod N₂ → ℂ) (k : ZMod N₁ × ZMod N₂) : ℂ :=
  U k * V (k + (1, 0)) / (U (k + (0, 1)) * V k)
```

This is $F(k)$, which fixes the orientation: exchanging numerator and denominator would reverse the sign of each argument other than $\pi$.

```lean
/-- The total lattice flux: the sum of the principal arguments of all plaquettes. -/
def totalFlux (U V : ZMod N₁ × ZMod N₂ → ℂ) : ℝ :=
  ∑ k, arg (plaquette U V k)
```

Mathlib's `arg` takes values in $(-\pi,\pi]$, so a negative real plaquette counts as $+\pi$.

## The product and the bound

```lean
/-- On the periodic mesh the product of all plaquettes of nonzero links is one. -/
theorem prod_plaquette {U V : ZMod N₁ × ZMod N₂ → ℂ}
    (hU : ∀ k, U k ≠ 0) (hV : ∀ k, V k ≠ 0) : ∏ k, plaquette U V k = 1 := by
  -- a translation only permutes the mesh points
  have h1 : ∏ k, V (k + (1, 0)) = ∏ k, V k :=
    Equiv.prod_comp (Equiv.addRight ((1, 0) : ZMod N₁ × ZMod N₂)) V
  have h2 : ∏ k, U (k + (0, 1)) = ∏ k, U k :=
    Equiv.prod_comp (Equiv.addRight ((0, 1) : ZMod N₁ × ZMod N₂)) U
  simp only [plaquette, Finset.prod_div_distrib, Finset.prod_mul_distrib]
  rw [h1, h2]
  exact div_self (mul_ne_zero (Finset.prod_ne_zero_iff.2 fun k _ => hU k)
    (Finset.prod_ne_zero_iff.2 fun k _ => hV k))
```

`Equiv.addRight` is the translation, and `Equiv.prod_comp` says that permuting the points leaves the product unchanged. The remaining quotient has equal, nonzero numerator and denominator.

```lean
/-- A flux of `π` through every plaquette adds up to `N₁ N₂ π`. -/
theorem sum_pi : ∑ _k : ZMod N₁ × ZMod N₂, π = N₁ * N₂ * π := by
  simp [ZMod.card]

/-- If at least one plaquette is not negative real, the total flux is smaller in magnitude
than `N₁ N₂ π`. -/
theorem abs_totalFlux_lt (U V : ZMod N₁ × ZMod N₂ → ℂ) (k : ZMod N₁ × ZMod N₂)
    (hk : arg (plaquette U V k) ≠ π) : |totalFlux U V| < N₁ * N₂ * π := by
  have hup : totalFlux U V < ∑ _k : ZMod N₁ × ZMod N₂, π :=
    Finset.sum_lt_sum (fun j _ => arg_le_pi _)
      ⟨k, Finset.mem_univ k, lt_of_le_of_ne (arg_le_pi _) hk⟩
  have hlow : ∑ _k : ZMod N₁ × ZMod N₂, (-π) < totalFlux U V :=
    Finset.sum_lt_sum_of_nonempty Finset.univ_nonempty (fun j _ => neg_pi_lt_arg _)
  rw [Finset.sum_neg_distrib, sum_pi] at hlow
  rw [sum_pi] at hup
  exact abs_lt.2 ⟨by linarith, hup⟩
```

"Negative real" is expressed as `arg … = π`. One plaquette with a smaller argument makes the upper estimate strict; the lower one is strict at every point, and the mesh is nonempty.

```lean
/-- The total flux has magnitude `N₁ N₂ π` exactly when every plaquette is negative real. -/
theorem abs_totalFlux_eq_iff (U V : ZMod N₁ × ZMod N₂ → ℂ) :
    |totalFlux U V| = N₁ * N₂ * π ↔ ∀ k, arg (plaquette U V k) = π := by
  constructor
  · intro h
    by_contra hne
    obtain ⟨k, hk⟩ := not_forall.1 hne
    exact (abs_totalFlux_lt U V k hk).ne h
  · intro h
    have hs : totalFlux U V = N₁ * N₂ * π := by
      simp only [totalFlux, h]
      exact sum_pi
    rw [hs]
    exact abs_of_nonneg (by positivity)
```

The forward direction is the contrapositive of the preceding lemma; the reverse one adds up equal terms.

## Quantisation

```lean
/-- For nonzero links the total flux is `2π C` with `C` an integer and `|C| ≤ N₁ N₂ / 2`. -/
theorem totalFlux_quantized {U V : ZMod N₁ × ZMod N₂ → ℂ}
    (hU : ∀ k, U k ≠ 0) (hV : ∀ k, V k ≠ 0) :
    ∃ C : ℤ, totalFlux U V = 2 * π * C ∧ |(C : ℝ)| ≤ N₁ * N₂ / 2 := by
  -- polar form of the product of all plaquettes
  have h : ∏ k, ((‖plaquette U V k‖ : ℂ) * exp (arg (plaquette U V k) * I)) = 1 := by
    simp only [norm_mul_exp_arg_mul_I]
    exact prod_plaquette hU hV
  rw [Finset.prod_mul_distrib, ← Complex.exp_sum, ← Finset.sum_mul, ← ofReal_prod,
    ← norm_prod, prod_plaquette hU hV, norm_one, ofReal_one, one_mul, ← ofReal_sum] at h
  obtain ⟨C, hC⟩ := exp_eq_one_iff.1 h
  have hflux : totalFlux U V = 2 * π * C := by
    apply ofReal_injective
    apply mul_right_cancel₀ I_ne_zero
    rw [totalFlux, hC]
    push_cast
    ring
  refine ⟨C, hflux, ?_⟩
  -- each argument has magnitude at most π
  have hb : |totalFlux U V| ≤ N₁ * N₂ * π := by
    by_cases hall : ∀ k, arg (plaquette U V k) = π
    · exact ((abs_totalFlux_eq_iff U V).2 hall).le
    · obtain ⟨k, hk⟩ := not_forall.1 hall
      exact (abs_totalFlux_lt U V k hk).le
  rw [hflux, abs_mul, abs_of_pos Real.two_pi_pos] at hb
  exact le_of_mul_le_mul_left (by linarith) Real.two_pi_pos
```

The statement gives the integer and its bound together. The long `rw` separates moduli from phases and removes the moduli, leaving $e^{i\Phi}=1$. Then `exp_eq_one_iff` provides $C$, and cancelling $i$ gives `hflux`. The bound follows by cases, according to whether all plaquettes are negative real, and division by $2\pi$.

## One integer for a connected family

```lean
/-- Let nonzero links depend continuously on a parameter in a connected space, with no
plaquette ever negative real. Then one integer `C`, with `|C| < N₁ N₂ / 2`, gives the total
flux `2π C` at every parameter. -/
theorem chern_number_constant {X : Type*} [TopologicalSpace X] [ConnectedSpace X]
    {U V : X → ZMod N₁ × ZMod N₂ → ℂ}
    (cU : ∀ k, Continuous fun x => U x k) (cV : ∀ k, Continuous fun x => V x k)
    (hU : ∀ x k, U x k ≠ 0) (hV : ∀ x k, V x k ≠ 0)
    (gap : ∀ x k, arg (plaquette (U x) (V x) k) ≠ π) :
    ∃ C : ℤ, |(C : ℝ)| < N₁ * N₂ / 2 ∧ ∀ x, totalFlux (U x) (V x) = 2 * π * C := by
  choose C hC _ using fun x => totalFlux_quantized (hU x) (hV x)
  have cF : ∀ k, Continuous fun x => plaquette (U x) (V x) k := fun k =>
    ((cU k).mul (cV _)).div ((cU _).mul (cV k))
      (fun x => mul_ne_zero (hU x _) (hV x k))
  -- away from the negative real axis the principal argument is continuous
  have cflux : Continuous fun x => totalFlux (U x) (V x) := by
    refine continuous_finsetSum _ fun k _ => continuous_iff_continuousAt.2 fun x => ?_
    have hne : plaquette (U x) (V x) k ≠ 0 :=
      div_ne_zero (mul_ne_zero (hU x _) (hV x _)) (mul_ne_zero (hU x _) (hV x _))
    exact ContinuousAt.comp (g := arg) (f := fun y => plaquette (U y) (V y) k)
      (continuousAt_arg (mem_slitPlane_iff_arg.2 ⟨gap x k, hne⟩)) (cF k).continuousAt
  -- a continuous integer on a connected space is constant
  have cC : Continuous C := by
    rw [Int.isClosedEmbedding_coe_real.isEmbedding.continuous_iff]
    have he : (fun x => (C x : ℝ)) = fun x => totalFlux (U x) (V x) / (2 * π) := by
      funext x
      rw [hC, mul_div_cancel_left₀ _ Real.two_pi_pos.ne']
    change Continuous fun x => (C x : ℝ)
    rw [he]
    exact cflux.div_const _
  let x₀ : X := Classical.arbitrary X
  refine ⟨C x₀, ?_, fun x => ?_⟩
  · have hb := abs_totalFlux_lt (U x₀) (V x₀) 0 (gap x₀ 0)
    rw [hC, abs_mul, abs_of_pos Real.two_pi_pos] at hb
    exact lt_of_mul_lt_mul_left (by linarith) Real.two_pi_pos.le
  · have hx : C x = C x₀ := PreconnectedSpace.constant inferInstance cC
    rw [hC, hx]
```

The parameter space `X` could be an interval of a coupling constant. The hypothesis `gap` is not a spectral gap: it says that no plaquette carries a flux of exactly $\pi$. The order of the quantifiers matters, since a single `C` is chosen before `x`.

The proof first uses `choose` to pick an integer `C x` at each parameter. `cF` gives continuity of the plaquettes, and `cflux` that of the flux, through `continuousAt_arg` on the plane without zero and the negative real axis. `cC` transfers continuity from the real number $\Phi/2\pi$ to the integer, and `PreconnectedSpace.constant` finishes the argument. The strict bound comes from `abs_totalFlux_lt` at the mesh point `0`.

```lean
/-- If a continuous family of nonzero links over a connected parameter space has different
total flux at two parameters, then some plaquette is negative real at some parameter. -/
theorem exists_negative_plaquette {X : Type*} [TopologicalSpace X] [ConnectedSpace X]
    {U V : X → ZMod N₁ × ZMod N₂ → ℂ}
    (cU : ∀ k, Continuous fun x => U x k) (cV : ∀ k, Continuous fun x => V x k)
    (hU : ∀ x k, U x k ≠ 0) (hV : ∀ x k, V x k ≠ 0) {a b : X}
    (hab : totalFlux (U a) (V a) ≠ totalFlux (U b) (V b)) :
    ∃ x k, arg (plaquette (U x) (V x) k) = π := by
  by_contra hno
  obtain ⟨C, _, hC⟩ := chern_number_constant cU cV hU hV
    (fun x k hk => hno ⟨x, k, hk⟩)
  exact hab ((hC a).trans (hC b).symm)
```

If no plaquette were negative real, the previous theorem would give both parameters the same flux. A negative real plaquette permits a change of $C$ but does not force one.

## Links with $C=N_2$

```lean
/-- The link phase `exp (2π i k₁ / N₁)`, which depends on the first coordinate alone. -/
def twistedLink (k : ZMod N₁ × ZMod N₂) : ℂ := ZMod.stdAddChar k.1
```

`ZMod.stdAddChar` is the character $j\mapsto e^{2\pi i j/N_1}$, well defined on residues modulo $N_1$.

```lean
omit [NeZero N₂] in
/-- With unit links in the first direction and twisted links in the second, every plaquette
equals `exp (2π i / N₁)`. -/
theorem plaquette_twisted (k : ZMod N₁ × ZMod N₂) :
    plaquette (fun _ => 1) twistedLink k = exp (((2 * π / N₁ : ℝ) : ℂ) * I) := by
  have h := ZMod.stdAddChar_coe (N := N₁) 1
  simp only [Int.cast_one, mul_one] at h
  have hinv : (ZMod.stdAddChar k.1 : ℂ) * ZMod.stdAddChar (-k.1) = 1 := by
    rw [← AddChar.map_add_eq_mul, add_neg_cancel, AddChar.map_zero_eq_one]
  have hne : (ZMod.stdAddChar k.1 : ℂ) ≠ 0 := left_ne_zero_of_mul_eq_one hinv
  simp only [plaquette, twistedLink, Prod.fst_add, one_mul]
  rw [AddChar.map_add_eq_mul, mul_div_cancel_left₀ _ hne, h]
  congr 1
  push_cast
  ring
```

The character turns $k_1+1$ into a product, and the factor belonging to $k_1$ cancels. The periodic boundary therefore needs no separate case.

```lean
/-- For `N₁ ≥ 2`, unit links in the first direction and twisted links in the second have
total flux `2π N₂`. -/
theorem totalFlux_twisted (hN : 2 ≤ N₁) :
    totalFlux (fun _ : ZMod N₁ × ZMod N₂ => 1) twistedLink = 2 * π * N₂ := by
  have hN' : (2 : ℝ) ≤ N₁ := by exact_mod_cast hN
  have hpos : (0 : ℝ) < N₁ := by linarith
  have hangle : 0 < 2 * π / (N₁ : ℝ) := by positivity
  have hle : 2 * π / (N₁ : ℝ) ≤ π := by
    rw [div_le_iff₀ hpos]
    nlinarith [Real.pi_pos]
  have harg : ∀ k : ZMod N₁ × ZMod N₂,
      arg (plaquette (fun _ => 1) twistedLink k) = 2 * π / N₁ := by
    intro k
    rw [plaquette_twisted, exp_mul_I]
    exact arg_cos_add_sin_mul_I ⟨by linarith [Real.pi_pos], hle⟩
  simp only [totalFlux, harg, Finset.sum_const, Finset.card_univ, Fintype.card_prod,
    ZMod.card, nsmul_eq_mul]
  push_cast
  field_simp

end

end LatticeChernNumber
```

The condition `2 ≤ N₁` places $2\pi/N_1$ in the principal range, so `arg` returns it unchanged. For $N_1=1$ every plaquette is 1 and the flux vanishes. The example prescribes links, not states: if all overlaps of normalised states had modulus 1, the states would agree up to phases and every plaquette would be 1.

```lean
#print axioms LatticeChernNumber.prod_plaquette
#print axioms LatticeChernNumber.exists_negative_plaquette
#print axioms LatticeChernNumber.totalFlux_twisted
```

```
'LatticeChernNumber.prod_plaquette' depends on axioms: [propext, Classical.choice, Quot.sound]
'LatticeChernNumber.exists_negative_plaquette' depends on axioms: [propext, Classical.choice, Quot.sound]
'LatticeChernNumber.totalFlux_twisted' depends on axioms: [propext, Classical.choice, Quot.sound]
```
